# At fixed Fock matrix, the mixed energy derivatives for the two orders of orbital rotation differ by $\operatorname{tr}(F[\,[K,L],P\,])$

## Why does my orbital Hessian depend on which rotation comes first?

I stop an SCF calculation before convergence, freeze the Fock matrix $F$, and rotate the density matrix $P$ first with a generator $L$ and then with a generator $K$. From the energy I take the mixed second derivative at zero angles. My generators are general antisymmetric matrices in an orthonormal basis, not only occupied–virtual rotations. When I exchange $K$ and $L$, I get a different number, although near convergence the two almost agree. Mixed partial derivatives of a smooth function are supposed to commute. Is my code wrong, or is the asymmetry real?

## The exchange compares two different energy surfaces

The asymmetry is real. Your energy is

$$E_{KL}(s,t)=\operatorname{tr}\!\left(F e^{sK}e^{tL}Pe^{-tL}e^{-sK}\right).$$

The symmetry of partial derivatives lets you exchange $\partial_s$ and $\partial_t$ on this one function. Exchanging the generators gives another function, $E_{LK}$, in which the rotations act in the opposite order.

Write $[A,B]=AB-BA$. By the product rule, the derivative of $e^{tL}Pe^{-tL}$ at $t=0$ is $LP-PL=[L,P]$. Hence

$$\partial_tE_{KL}(s,0)=\operatorname{tr}\!\left(Fe^{sK}[L,P]e^{-sK}\right),\qquad
\partial_s\partial_tE_{KL}(0,0)=\operatorname{tr}(F[K,[L,P]]).$$

Subtract the same expression with $K$ and $L$ exchanged. In $[K,[L,P]]-[L,[K,P]]$ the terms with $P$ in the middle cancel, which leaves

$$KLP-LKP-PKL+PLK=[\,[K,L],P\,].$$

This is the Jacobi identity, and the difference is $\operatorname{tr}(F[\,[K,L],P\,])$. With $X=[K,L]$, cyclicity of the trace gives

$$\operatorname{tr}(F[X,P])=\operatorname{tr}(XPF)-\operatorname{tr}(XFP)=\operatorname{tr}(X[P,F]).$$

So the order is immaterial if $FP=PF$, the SCF stationarity condition in an orthonormal basis. It is also immaterial if $[K,L]$ commutes with $P$. This second case covers the usual orbital Hessian of a single determinant, converged or not: if $P$ projects onto the occupied orbitals and both generators mix only occupied with virtual orbitals, then $[K,L]$ has no occupied–virtual block and commutes with $P$. For such a $P$, a difference can appear only if at least one generator mixes occupied orbitals among themselves or virtual orbitals among themselves.

### When agreement for all rotations implies stationarity

Let $F$ and $P$ be symmetric, with at least three orbitals, and suppose the order never matters for antisymmetric generators. Then $G=[P,F]$ is antisymmetric and $\operatorname{tr}(G[K,L])=0$ for all such $K,L$. Choose $K=M$ with $M=[L,G]$, which is again antisymmetric:

$$0=\operatorname{tr}(G[M,L])=\operatorname{tr}(M[L,G])=\operatorname{tr}(M^2)=-\sum_{ij}M_{ij}^2.$$

Thus $[L,G]=0$ for every antisymmetric $L$. For $i\ne j$, take a third orbital $k$ and let $L$ have only the entries $L_{jk}=1$ and $L_{kj}=-1$. Then $[L,G]_{ik}=-G_{ij}$, so $G_{ij}=0$. The diagonal of $G$ vanishes by antisymmetry, and therefore $FP=PF$.

With two orbitals, all antisymmetric generators are multiples of one matrix and commute. The order is then immaterial even when $FP\ne PF$, so the equivalence fails there.

### What the Lean statements say

The finite type `n` labels the orbitals, and all matrices are real. `comm` is the commutator, `rotate K t X` is $e^{tK}Xe^{-tK}$, and `mixedDeriv F P K L` differentiates first in $t$, then in $s$. The name `rotate` is generous: it accepts any real $K$, and the transformation is an orthogonal rotation when $K$ is antisymmetric. Likewise, `energy` is the bare trace with $F$, not the total Hartree–Fock energy.

`mixedDeriv_sub_swap` is the difference formula, for arbitrary real square matrices. `mixedDeriv_swap` gives the two sufficient conditions. `mixedDeriv_swap_iff` is the equivalence with $FP=PF$, where `hn` requires at least three orbitals, `hF` and `hP` state symmetry, and the generators are antisymmetric. `mixedDeriv_swap_two` treats two orbitals. No theorem needs $P$ to be idempotent or to have a given electron number.

The step from here to a full SCF Hessian is the response of $F$ to the density. For a smooth energy functional of $P$, that response adds a term symmetric in $[K,P]$ and $[L,P]$, which drops out of the difference; this last argument is ordinary calculus added here, not part of the Lean development.

```lean
import Mathlib

open scoped Matrix Matrix.Norms.Operator

namespace OrbitalHessianOrder

noncomputable section

variable {n : Type*} [Fintype n] [DecidableEq n]

/-- The commutator `[A, B] = AB - BA` of two matrices. -/
def comm (A B : Matrix n n ℝ) : Matrix n n ℝ := A * B - B * A

/-- The matrix `X` transformed by the generator `K` through the parameter `t`:
`exp(tK) X exp(-tK)`. -/
def rotate (K : Matrix n n ℝ) (t : ℝ) (X : Matrix n n ℝ) : Matrix n n ℝ :=
  NormedSpace.exp (t • K) * X * NormedSpace.exp (-(t • K))

/-- The energy `trace(F exp(sK) exp(tL) P exp(-tL) exp(-sK))` of the density matrix `P`,
transformed first by `L` and then by `K`, in the fixed Fock matrix `F`. -/
def energy (F P K L : Matrix n n ℝ) (s t : ℝ) : ℝ :=
  Matrix.trace (F * rotate K s (rotate L t P))

/-- The mixed second derivative of the energy at zero, first in `t` and then in `s`. -/
def mixedDeriv (F P K L : Matrix n n ℝ) : ℝ :=
  deriv (fun s => deriv (fun t => energy F P K L s t) 0) 0

/-- The derivative of `exp(tK) X exp(-tK)` at `t = 0` is the commutator `[K, X]`. -/
theorem rotate_hasDerivAt (K X : Matrix n n ℝ) :
    HasDerivAt (fun t : ℝ => rotate K t X) (comm K X) 0 := by
  have h1 : HasDerivAt (fun u : ℝ => NormedSpace.exp (u • K))
      (NormedSpace.exp ((0 : ℝ) • K) * K) 0 := by
    apply hasDerivAt_exp_smul_const
  have h2 : HasDerivAt (fun u : ℝ => NormedSpace.exp (u • (-K)))
      (NormedSpace.exp ((0 : ℝ) • (-K)) * (-K)) 0 := by
    apply hasDerivAt_exp_smul_const
  simp only [smul_neg, zero_smul, neg_zero, NormedSpace.exp_zero, one_mul] at h1 h2
  -- product rule, with both exponentials equal to one at `t = 0`
  refine ((h1.mul_const X).mul h2).congr_deriv ?_
  simp only [zero_smul, neg_zero, NormedSpace.exp_zero, comm]
  noncomm_ring

/-- The trace of a fixed matrix times a differentiable matrix curve is differentiated
under the trace. -/
theorem trace_hasDerivAt (F : Matrix n n ℝ) {c : ℝ → Matrix n n ℝ} {c' : Matrix n n ℝ}
    {x : ℝ} (h : HasDerivAt c c' x) :
    HasDerivAt (fun t => Matrix.trace (F * c t)) (Matrix.trace (F * c')) x :=
  (LinearMap.toContinuousLinearMap
    (Matrix.traceLinearMap n ℝ ℝ)).hasFDerivAt.comp_hasDerivAt x (h.const_mul F)

/-- The `t`-derivative of the energy at `t = 0` is itself differentiable in `s` at `s = 0`,
with derivative `trace(F [K, [L, P]])`. -/
theorem energy_hasDerivAt_mixed (F P K L : Matrix n n ℝ) :
    HasDerivAt (fun s => deriv (fun t => energy F P K L s t) 0)
      (Matrix.trace (F * comm K (comm L P))) 0 := by
  have inner_deriv : ∀ s : ℝ, HasDerivAt (fun t => energy F P K L s t)
      (Matrix.trace (F * rotate K s (comm L P))) 0 := fun s =>
    trace_hasDerivAt F (((rotate_hasDerivAt L P).const_mul
      (NormedSpace.exp (s • K))).mul_const (NormedSpace.exp (-(s • K))))
  have e : (fun s => deriv (fun t => energy F P K L s t) 0)
      = fun s => Matrix.trace (F * rotate K s (comm L P)) :=
    funext fun s => (inner_deriv s).deriv
  rw [e]
  exact trace_hasDerivAt F (rotate_hasDerivAt K (comm L P))

/-- The mixed second derivative with `L` acting first, minus the one with `K` acting first, is
`trace(F [[K, L], P])`. -/
theorem mixedDeriv_sub_swap (F P K L : Matrix n n ℝ) :
    mixedDeriv F P K L - mixedDeriv F P L K
      = Matrix.trace (F * comm (comm K L) P) := by
  unfold mixedDeriv
  rw [(energy_hasDerivAt_mixed F P K L).deriv, (energy_hasDerivAt_mixed F P L K).deriv,
    ← Matrix.trace_sub]
  -- the Jacobi identity
  congr 1
  unfold comm
  noncomm_ring

omit [DecidableEq n] in
/-- A commutator can be moved around the trace: `trace(F [X, P]) = trace(X [P, F])`. -/
theorem trace_mul_comm_cycle (F X P : Matrix n n ℝ) :
    Matrix.trace (F * comm X P) = Matrix.trace (X * comm P F) := by
  unfold comm
  rw [mul_sub, mul_sub, Matrix.trace_sub, Matrix.trace_sub,
    Matrix.trace_mul_comm F (X * P), ← mul_assoc F P X,
    Matrix.trace_mul_comm (F * P) X, mul_assoc X P F]

/-- The mixed second derivative does not depend on the order of the generators if `F`
commutes with `P`, or if `[K, L]` commutes with `P`. -/
theorem mixedDeriv_swap (F P K L : Matrix n n ℝ)
    (h : F * P = P * F ∨ comm (comm K L) P = 0) :
    mixedDeriv F P K L = mixedDeriv F P L K := by
  apply sub_eq_zero.mp
  rw [mixedDeriv_sub_swap]
  rcases h with h | h
  · have h0 : comm P F = 0 := sub_eq_zero.mpr h.symm
    rw [trace_mul_comm_cycle, h0, mul_zero, Matrix.trace_zero]
  · rw [h, mul_zero, Matrix.trace_zero]

/-- With at least three orbitals, an antisymmetric matrix that is trace-orthogonal to all
commutators of antisymmetric matrices is zero. -/
theorem eq_zero_of_trace_comm (hn : 3 ≤ Fintype.card n) (G : Matrix n n ℝ) (hG : Gᵀ = -G)
    (h : ∀ K L : Matrix n n ℝ, Kᵀ = -K → Lᵀ = -L → Matrix.trace (G * comm K L) = 0) :
    G = 0 := by
  -- testing with `K = [L, G]` shows that `G` commutes with every generator `L`
  have key : ∀ L : Matrix n n ℝ, Lᵀ = -L → comm L G = 0 := by
    intro L hL
    have hM : (comm L G)ᵀ = -comm L G := by
      simp [comm, Matrix.transpose_mul, hL, hG]
    have h0 := h (comm L G) L hM hL
    rw [trace_mul_comm_cycle] at h0
    generalize comm L G = M at h0 hM ⊢
    have hs : Matrix.trace (M * M) = -∑ i, ∑ j, (M i j) ^ 2 := by
      simp only [Matrix.trace, Matrix.diag_apply, Matrix.mul_apply,
        ← Finset.sum_neg_distrib]
      refine Finset.sum_congr rfl fun i _ => Finset.sum_congr rfl fun j _ => ?_
      have hij : M j i = -M i j := congrFun (congrFun hM i) j
      rw [hij]
      ring
    have hz : ∑ i, ∑ j, (M i j) ^ 2 = 0 := by linarith
    ext i j
    have hi := (Finset.sum_eq_zero_iff_of_nonneg
      (fun i _ => Finset.sum_nonneg fun j _ => sq_nonneg (M i j))).mp hz i
      (Finset.mem_univ i)
    have hj := (Finset.sum_eq_zero_iff_of_nonneg
      (fun j _ => sq_nonneg (M i j))).mp hi j (Finset.mem_univ j)
    exact pow_eq_zero_iff (two_ne_zero) |>.mp hj
  ext i j
  by_cases hij : i = j
  · subst hij
    have hd : G i i = -G i i := congrFun (congrFun hG i) i
    change G i i = 0
    linarith
  · -- a third orbital `k` and the elementary rotation of `j` and `k` isolate `G i j`
    obtain ⟨k, hk⟩ : ∃ k, k ∉ ({i, j} : Finset n) := by
      by_contra hc
      have hsub : (Finset.univ : Finset n) ⊆ {i, j} :=
        fun k _ => by_contra fun h' => hc ⟨k, h'⟩
      have h1 := Finset.card_le_card hsub
      have h2 : ({i, j} : Finset n).card ≤ 2 := Finset.card_le_two
      rw [Finset.card_univ] at h1
      omega
    simp only [Finset.mem_insert, Finset.mem_singleton, not_or] at hk
    have hL := key (Matrix.single j k 1 - Matrix.single k j 1)
      (by simp [Matrix.transpose_single])
    have he := congrFun (congrFun hL i) k
    simpa [comm, Matrix.mul_apply, Matrix.single_apply, hij, Ne.symm hij, hk.1, hk.2,
      Ne.symm hk.1, Ne.symm hk.2] using he

/-- For symmetric `F` and `P` and at least three orbitals, the mixed second derivative is
independent of the order for all antisymmetric generators if and only if `FP = PF`. -/
theorem mixedDeriv_swap_iff (hn : 3 ≤ Fintype.card n) (F P : Matrix n n ℝ)
    (hF : Fᵀ = F) (hP : Pᵀ = P) :
    (∀ K L : Matrix n n ℝ, Kᵀ = -K → Lᵀ = -L →
      mixedDeriv F P K L = mixedDeriv F P L K) ↔ F * P = P * F := by
  constructor
  · intro h
    have h0 : comm P F = 0 := by
      apply eq_zero_of_trace_comm hn
      · simp [comm, Matrix.transpose_mul, hF, hP]
      · intro K L hK hL
        rw [Matrix.trace_mul_comm, ← trace_mul_comm_cycle, ← mixedDeriv_sub_swap,
          h K L hK hL, sub_self]
    exact (sub_eq_zero.mp h0).symm
  · intro h K L _ _
    exact mixedDeriv_swap F P K L (Or.inl h)

/-- With two orbitals, the mixed second derivative is independent of the order of
antisymmetric generators for every `F` and `P`. -/
theorem mixedDeriv_swap_two (F P K L : Matrix (Fin 2) (Fin 2) ℝ)
    (hK : Kᵀ = -K) (hL : Lᵀ = -L) :
    mixedDeriv F P K L = mixedDeriv F P L K := by
  have form : ∀ M : Matrix (Fin 2) (Fin 2) ℝ, Mᵀ = -M →
      ∃ a : ℝ, M = !![0, a; -a, 0] := by
    intro M hM
    have h00 : M 0 0 = -M 0 0 := congrFun (congrFun hM 0) 0
    have h11 : M 1 1 = -M 1 1 := congrFun (congrFun hM 1) 1
    have h10 : M 1 0 = -M 0 1 := congrFun (congrFun hM 0) 1
    have z00 : M 0 0 = 0 := by linarith
    have z11 : M 1 1 = 0 := by linarith
    refine ⟨M 0 1, ?_⟩
    ext i j
    fin_cases i <;> fin_cases j <;> simp [z00, z11, h10]
  obtain ⟨a, rfl⟩ := form K hK
  obtain ⟨b, rfl⟩ := form L hL
  -- rotations in a plane commute
  have h0 : comm !![0, a; -a, 0] !![0, b; -b, 0] = 0 := by
    ext i j
    fin_cases i <;> fin_cases j <;>
      simp [comm] <;> ring
  apply mixedDeriv_swap
  right
  rw [h0]
  simp [comm]

end

end OrbitalHessianOrder
```

```lean
#print axioms OrbitalHessianOrder.mixedDeriv_swap_iff
#print axioms OrbitalHessianOrder.mixedDeriv_swap_two
```

```
'OrbitalHessianOrder.mixedDeriv_swap_iff' depends on axioms: [propext, Classical.choice, Quot.sound]
'OrbitalHessianOrder.mixedDeriv_swap_two' depends on axioms: [propext, Classical.choice, Quot.sound]
```

### From the derivatives to the equivalence

`rotate_hasDerivAt` differentiates the two exponentials and combines them by the product rule; `noncomm_ring` then identifies the result with the commutator. `trace_hasDerivAt` moves the derivative through the trace, which is a continuous linear map. `energy_hasDerivAt_mixed` uses both lemmas twice, once for each angle.

In `mixedDeriv_sub_swap`, the two derivative values are inserted, the traces are merged, and `noncomm_ring` checks the Jacobi identity by expansion. `trace_mul_comm_cycle` is the cyclic step. Both cases of `mixedDeriv_swap` start from the difference formula; the case $FP=PF$ also uses the cyclic step.

`eq_zero_of_trace_comm` carries the argument for $G$. Its `key` is the sum-of-squares step, a cardinality count supplies the third orbital $k$, and `Matrix.single j k 1 - Matrix.single k j 1` is the elementary rotation generator. `mixedDeriv_swap_iff` applies this lemma to `comm P F`. For two orbitals, `form` writes each generator with a single parameter, and the commutator is computed entry by entry.

### A closer look at `HasDerivAt` inside a nested derivative

Mathlib's `deriv` always returns a value, and that value is zero where a function is not differentiable. An equation between `deriv` expressions therefore says little about differentiability. `HasDerivAt f f' x` is the stronger statement that `f` is differentiable at `x` with derivative `f'`.

The nesting adds a requirement. To differentiate in $s$, one must know the inner $t$-derivative as a function of $s$, not only its value at $s=0$. For this reason `inner_deriv` is proved for every `s`, with $e^{sK}$ and $e^{-sK}$ treated as constant factors. Each instance yields an equation through `.deriv`, and `funext` joins these into the equality of functions `e`. After `rw [e]`, the outer derivative is that of an explicit trace, and `rotate_hasDerivAt` applies again, now to the matrix `comm L P`.
